# Strict concavity in \(k^2\) of the conduction energy from Kane's cubic secular equation with a positive gap

Take a conduction electron coupled to the valence band across a gap \(E_g\), in a model that neglects spin-orbit splitting, remote bands and the free-electron kinetic term. Its energy \(E\), measured from the valence-band top, and its wave number \(k\) satisfy

\[
P^2k^2 = E(E-E_g),
\]

where \(P\) is the interband coupling. Set \(E_g=P=1\). The energies \(E=1,2,3\) then belong to \(k^2=0,2,6\): equal steps in energy need growing steps in \(k^2\). Read the other way, equal steps in \(k^2\) raise the energy by less and less. The band is therefore flatter than a parabola, and the same mechanism works when spin-orbit splitting is present.

## Kane's cubic and its chord slope

With spin-orbit splitting \(\Delta\), the squared wave number at energy \(E\) is

\[
\kappa(E)=\frac{E(E-E_g)(E+\Delta)}{P^2\,(E+2\Delta/3)} .
\]

For \(E_g>0\), \(P>0\) and \(\Delta\ge 0\), \(\kappa\) is strictly increasing and strictly convex on \([E_g,\infty)\), and maps this interval one to one onto \([0,\infty)\). Its inverse \(E_c(s)\), the conduction energy at \(s=k^2\), is strictly concave. The monotonicity and convexity of \(\kappa\) follow from one identity for two energies \(x\ne y\):

\[
P^2\,\frac{\kappa(y)-\kappa(x)}{y-x}=x+y+\frac{\Delta}{3}-E_g-\frac{c}{(x+2\Delta/3)(y+2\Delta/3)},
\qquad c=\frac{2\Delta^2}{9}\Big(E_g+\frac{2\Delta}{3}\Big).
\]

## Converting between energy and wave number

A Monte Carlo transport code with this dispersion converts in both directions. Elastic scattering, or scattering by a phonon of fixed energy, fixes the final energy, and \(k=\sqrt{\kappa(E)}\) follows directly. A drift step in an electric field changes \(k\), and the new energy is the root of \(\kappa(E)=k^2\) at or above \(E_g\). The bijection says that this root exists and is unique.

The root lies between \(E_g\) and \(E_g+P^2k^2/E_g\). Newton's method can start at the upper end: because \(\kappa\) is increasing and convex, the iterates descend towards the root without passing it. In dimensionless units with \(E_g=1\), \(\Delta=3\), \(P=1\) and \(k^2=2.5\), the start is \(3.5\), the next iterates are \(2.347\), \(2.030\) and \(2.0003\), and the root is \(2\).

In electronic-structure terms, the result describes conduction-band nonparabolicity within an isotropic, non-interacting few-band model.

## From chord slopes to a concave band

**The identity.** Measure energy from the pole of \(\kappa\), with \(u=E+2\Delta/3\). The numerator becomes \((u-\tfrac{2\Delta}{3})(u-E_g-\tfrac{2\Delta}{3})(u+\tfrac{\Delta}{3})\). Dividing by \(u\) gives

\[
P^2\kappa = u^2-(E_g+\Delta)\,u+\text{const}+\frac{c}{u}.
\]

For two values \(u\) and \(v\), belonging to \(x\) and \(y\), the chord slope is \(u+v-(E_g+\Delta)-c/(uv)\). Substituting \(u+v=x+y+4\Delta/3\) gives the identity.

**Monotonicity.** Let \(E_g\le x<y\). Then \(uv\ge (E_g+\tfrac{2\Delta}{3})\tfrac{2\Delta}{3}\), and since \(c=\tfrac{\Delta}{3}\cdot\tfrac{2\Delta}{3}(E_g+\tfrac{2\Delta}{3})\), the correction \(c/(uv)\) is at most \(\Delta/3\). The slope of \(P^2\kappa\) is therefore at least \(x+y-E_g\ge y>0\).

**Convexity.** Let \(E_g\le x<y<z\). Going from the chord \((x,y)\) to the chord \((y,z)\), the linear part of the slope grows by \(z-x>0\). The subtracted correction does not grow, because its denominator increases. The slopes of adjacent chords therefore increase strictly.

**Bijection.** Above the gap every factor of \(\kappa\) is non-negative, and \(\kappa(E_g)=0\). Given \(s\ge0\), put \(t=P^2s/E_g\), so that \(P^2s=E_g t\). Then

\[
P^2s\Big(E_g+t+\frac{2\Delta}{3}\Big)=E_g\,t\Big(E_g+t+\frac{2\Delta}{3}\Big)\le (E_g+t)\,t\,(E_g+t+\Delta),
\]

which says \(s\le\kappa(E_g+t)\). By continuity, \(\kappa\) takes the value \(s\) between \(E_g\) and \(E_g+t\). By monotonicity it does so only once.

**Concavity of the inverse.** From here on, \(t\) is a second squared wave number. Take \(s\ne t\) and weights \(a,b>0\) with \(a+b=1\). The energies \(E_c(s)\) and \(E_c(t)\) differ, so strict convexity gives

\[
\kappa\big(aE_c(s)+bE_c(t)\big)<as+bt=\kappa\big(E_c(as+bt)\big).
\]

Since \(\kappa\) is strictly increasing, \(aE_c(s)+bE_c(t)<E_c(as+bt)\).

**Nonparabolicity.** For \(0<s<t\), write \(s=(1-s/t)\cdot 0+(s/t)\,t\). Concavity and \(E_c(0)=E_g\) give \(E_c(s)-E_g>(s/t)(E_c(t)-E_g)\). Dividing by \(s\) shows that \((E_c-E_g)/k^2\) falls strictly as \(k^2\) grows.

**Vanishing splitting.** For \(\Delta=0\), the equation \(E^2-E_gE-P^2s=0\) has one root at or above the gap:

\[
E_c(s)=\tfrac12\Big(E_g+\sqrt{E_g^2+4P^2s}\Big).
\]

## The Lean source

```lean
import Mathlib

open Set

namespace KaneConductionBand

noncomputable section

/-- The squared wave number that the Kane dispersion relation assigns to the energy `E`, for gap
`Eg`, spin-orbit splitting `Δ` and interband coupling `P`. Its domain is `P ≠ 0`, `E ≠ -2Δ/3`. -/
def kSq (Eg Δ P E : ℝ) : ℝ :=
  E * (E - Eg) * (E + Δ) / (P ^ 2 * (E + 2 * Δ / 3))

/-- The Kane conduction energy as a function of `s = k²`: the energy at or above `Eg` whose
squared wave number is `s`. Its domain is `Eg, P > 0`, `Δ ≥ 0`, `s ≥ 0`. -/
def conductionEnergy (Eg Δ P s : ℝ) : ℝ :=
  Function.invFunOn (kSq Eg Δ P) (Ici Eg) s

variable {Eg Δ P : ℝ}

/-- The difference of the squared wave numbers at two energies, in closed form, for `P ≠ 0` and
both energies different from `-2Δ/3`. -/
theorem kSq_sub {x y : ℝ} (hP : P ≠ 0) (hx : x + 2 * Δ / 3 ≠ 0) (hy : y + 2 * Δ / 3 ≠ 0) :
    P ^ 2 * (kSq Eg Δ P y - kSq Eg Δ P x) =
      (y - x) * (x + y + Δ / 3 - Eg -
        2 * Δ ^ 2 / 9 * (Eg + 2 * Δ / 3) / ((x + 2 * Δ / 3) * (y + 2 * Δ / 3))) := by
  -- measure both energies from the pole at `-2Δ/3`
  obtain ⟨u, rfl⟩ : ∃ u, x = u - 2 * Δ / 3 := ⟨x + 2 * Δ / 3, by ring⟩
  obtain ⟨v, rfl⟩ : ∃ v, y = v - 2 * Δ / 3 := ⟨y + 2 * Δ / 3, by ring⟩
  rw [sub_add_cancel] at hx hy
  unfold kSq
  simp only [sub_add_cancel]
  field_simp
  ring

/-- For `Eg, P > 0` and `Δ ≥ 0`, the squared wave number increases strictly with energy from
`Eg` upwards. -/
theorem kSq_strictMonoOn (hE : 0 < Eg) (hΔ : 0 ≤ Δ) (hP : 0 < P) :
    StrictMonoOn (kSq Eg Δ P) (Ici Eg) := by
  intro x hx y hy hxy
  have hx1 : Eg ≤ x := hx
  have hy1 : Eg ≤ y := hy
  have hx0 : 0 < x := by linarith
  have hy0 : 0 < y := by linarith
  have hprod : 2 * Δ / 3 * (Eg + 2 * Δ / 3) ≤ (x + 2 * Δ / 3) * (y + 2 * Δ / 3) :=
    mul_le_mul (by linarith) (by linarith) (by positivity) (by positivity)
  -- the spin-orbit correction to the chord slope is at most `Δ/3`
  have hq : 2 * Δ ^ 2 / 9 * (Eg + 2 * Δ / 3) / ((x + 2 * Δ / 3) * (y + 2 * Δ / 3)) ≤ Δ / 3 := by
    rw [div_le_iff₀ (by positivity)]
    have h3 : 0 ≤ Δ / 3 := by positivity
    nlinarith [mul_le_mul_of_nonneg_left hprod h3]
  have hpos : 0 < P ^ 2 * (kSq Eg Δ P y - kSq Eg Δ P x) := by
    rw [kSq_sub hP.ne' (by positivity) (by positivity)]
    exact mul_pos (by linarith) (by linarith)
  have hP2 : 0 < P ^ 2 := by positivity
  exact sub_pos.mp ((mul_pos_iff_of_pos_left hP2).mp hpos)

/-- For `Eg, P > 0` and `Δ ≥ 0`, the squared wave number is a strictly convex function of energy
from `Eg` upwards. -/
theorem kSq_strictConvexOn (hE : 0 < Eg) (hΔ : 0 ≤ Δ) (hP : 0 < P) :
    StrictConvexOn ℝ (Ici Eg) (kSq Eg Δ P) := by
  have hP2 : 0 < P ^ 2 := by positivity
  have slope : ∀ u v : ℝ, Eg ≤ u → u < v →
      (kSq Eg Δ P v - kSq Eg Δ P u) / (v - u) = (u + v + Δ / 3 - Eg -
        2 * Δ ^ 2 / 9 * (Eg + 2 * Δ / 3) / ((u + 2 * Δ / 3) * (v + 2 * Δ / 3))) / P ^ 2 := by
    intro u v hu huv
    have hu0 : 0 < u := by linarith
    have hv0 : 0 < v := by linarith
    have h := kSq_sub (Eg := Eg) (Δ := Δ) (x := u) (y := v) hP.ne'
      (by positivity) (by positivity)
    rw [div_eq_div_iff (sub_pos.mpr huv).ne' hP2.ne']
    linear_combination h
  -- slopes of adjacent chords increase
  refine strictConvexOn_of_slope_strict_mono_adjacent (convex_Ici Eg) ?_
  intro x y z hx hz hxy hyz
  have hx1 : Eg ≤ x := hx
  have hx0 : 0 < x := by linarith
  have hy0 : 0 < y := by linarith
  have hz0 : 0 < z := by linarith
  rw [slope x y hx1 hxy, slope y z (by linarith) hyz]
  have hy2 : 0 < y + 2 * Δ / 3 := by positivity
  have hxz : 0 < z - x := by linarith
  have hq : 2 * Δ ^ 2 / 9 * (Eg + 2 * Δ / 3) / ((y + 2 * Δ / 3) * (z + 2 * Δ / 3)) ≤
      2 * Δ ^ 2 / 9 * (Eg + 2 * Δ / 3) / ((x + 2 * Δ / 3) * (y + 2 * Δ / 3)) :=
    div_le_div_of_nonneg_left (by positivity) (by positivity)
      (by nlinarith [mul_pos hy2 hxz])
  exact div_lt_div_of_pos_right (by linarith) hP2

/-- For `Eg, P > 0` and `Δ ≥ 0`, the energies from `Eg` upwards correspond one to one to the
squared wave numbers `k² ≥ 0`. -/
theorem kSq_bijOn (hE : 0 < Eg) (hΔ : 0 ≤ Δ) (hP : 0 < P) :
    BijOn (kSq Eg Δ P) (Ici Eg) (Ici 0) := by
  refine ⟨?_, (kSq_strictMonoOn hE hΔ hP).injOn, ?_⟩
  · intro E h
    have h1 : Eg ≤ E := h
    have h0 : 0 < E := by linarith
    exact div_nonneg (mul_nonneg (mul_nonneg h0.le (by linarith)) (by linarith))
      (by positivity)
  · intro s hs
    have hs0 : 0 ≤ s := hs
    -- an energy high enough that its squared wave number is at least `s`
    obtain ⟨t, ht⟩ : ∃ t, t = P ^ 2 * s / Eg := ⟨_, rfl⟩
    have ht0 : 0 ≤ t := by rw [ht]; positivity
    have hts : P ^ 2 * s = Eg * t := by rw [ht]; field_simp
    have htop : s ≤ kSq Eg Δ P (Eg + t) := by
      unfold kSq
      rw [le_div_iff₀ (by positivity)]
      calc s * (P ^ 2 * (Eg + t + 2 * Δ / 3))
          = Eg * t * (Eg + t + 2 * Δ / 3) := by rw [← hts]; ring
        _ ≤ (Eg + t) * t * (Eg + t + Δ) :=
            mul_le_mul (mul_le_mul_of_nonneg_right (by linarith) ht0) (by linarith)
              (by positivity) (by positivity)
        _ = (Eg + t) * (Eg + t - Eg) * (Eg + t + Δ) := by ring
    have hbot : kSq Eg Δ P Eg = 0 := by simp [kSq]
    have hcont : ContinuousOn (kSq Eg Δ P) (Icc Eg (Eg + t)) := by
      have h : ContinuousOn (fun E : ℝ => E * (E - Eg) * (E + Δ) / (P ^ 2 * (E + 2 * Δ / 3)))
          (Icc Eg (Eg + t)) := by
        refine ContinuousOn.div (by fun_prop) (by fun_prop) ?_
        intro E h
        have h0 : 0 < E := lt_of_lt_of_le hE h.1
        positivity
      exact h
    obtain ⟨E, hmem, hEs⟩ := intermediate_value_Icc (by linarith) hcont
      (show s ∈ Icc (kSq Eg Δ P Eg) (kSq Eg Δ P (Eg + t)) from ⟨by rw [hbot]; exact hs0, htop⟩)
    exact ⟨E, hmem.1, hEs⟩

/-- For `Eg, P > 0`, `Δ ≥ 0` and `s = k² ≥ 0`, the conduction energy is the one and only solution
of the Kane secular equation at or above `Eg`. -/
theorem eq_conductionEnergy_iff (hE : 0 < Eg) (hΔ : 0 ≤ Δ) (hP : 0 < P) {s : ℝ} (hs : 0 ≤ s)
    (E : ℝ) : E = conductionEnergy Eg Δ P s ↔
      Eg ≤ E ∧ E * (E - Eg) * (E + Δ) = P ^ 2 * s * (E + 2 * Δ / 3) := by
  have hex := (kSq_bijOn hE hΔ hP).surjOn (mem_Ici.mpr hs)
  have hmem : conductionEnergy Eg Δ P s ∈ Ici Eg := Function.invFunOn_mem hex
  have hval : kSq Eg Δ P (conductionEnergy Eg Δ P s) = s := Function.invFunOn_eq hex
  have key : ∀ x, Eg ≤ x → (kSq Eg Δ P x = s ↔
      x * (x - Eg) * (x + Δ) = P ^ 2 * s * (x + 2 * Δ / 3)) := by
    intro x hx
    have hx0 : 0 < x := by linarith
    have hd : P ^ 2 * (x + 2 * Δ / 3) ≠ 0 := by positivity
    unfold kSq
    rw [div_eq_iff hd, show s * (P ^ 2 * (x + 2 * Δ / 3)) = P ^ 2 * s * (x + 2 * Δ / 3) by ring]
  constructor
  · intro h
    rw [h]
    exact ⟨hmem, (key _ hmem).mp hval⟩
  · rintro ⟨h1, h2⟩
    exact (kSq_bijOn hE hΔ hP).injOn h1 hmem (((key E h1).mpr h2).trans hval.symm)

/-- For `Eg, P > 0` and `Δ ≥ 0`, the Kane conduction energy is a strictly concave function of
`k²` on `k² ≥ 0`. -/
theorem conductionEnergy_strictConcaveOn (hE : 0 < Eg) (hΔ : 0 ≤ Δ) (hP : 0 < P) :
    StrictConcaveOn ℝ (Ici 0) (conductionEnergy Eg Δ P) := by
  have hmem : ∀ s ∈ Ici (0 : ℝ), conductionEnergy Eg Δ P s ∈ Ici Eg := fun s hs =>
    Function.invFunOn_mem ((kSq_bijOn hE hΔ hP).surjOn hs)
  have hval : ∀ s ∈ Ici (0 : ℝ), kSq Eg Δ P (conductionEnergy Eg Δ P s) = s := fun s hs =>
    Function.invFunOn_eq ((kSq_bijOn hE hΔ hP).surjOn hs)
  refine ⟨convex_Ici 0, ?_⟩
  intro s hs t ht hst a b ha hb hab
  have hne : conductionEnergy Eg Δ P s ≠ conductionEnergy Eg Δ P t := by
    intro h
    apply hst
    rw [← hval s hs, ← hval t ht, h]
  have hmix := convex_Ici (0 : ℝ) hs ht ha.le hb.le hab
  -- compare the two energies through their squared wave numbers
  have hconv := (kSq_strictConvexOn hE hΔ hP).2 (hmem s hs) (hmem t ht) hne ha hb hab
  rw [hval s hs, hval t ht, ← hval _ hmix] at hconv
  exact ((kSq_strictMonoOn hE hΔ hP).lt_iff_lt
    (convex_Ici Eg (hmem s hs) (hmem t ht) ha.le hb.le hab) (hmem _ hmix)).mp hconv

/-- Nonparabolicity: for `Eg, P > 0` and `Δ ≥ 0`, the ratio of the kinetic energy `E - Eg` to `k²`
decreases strictly as `k² > 0` grows. -/
theorem kinetic_ratio_strictAnti (hE : 0 < Eg) (hΔ : 0 ≤ Δ) (hP : 0 < P) {s t : ℝ}
    (hs : 0 < s) (hst : s < t) :
    (conductionEnergy Eg Δ P t - Eg) / t < (conductionEnergy Eg Δ P s - Eg) / s := by
  have ht : 0 < t := hs.trans hst
  have h0 : conductionEnergy Eg Δ P 0 = Eg :=
    ((eq_conductionEnergy_iff hE hΔ hP le_rfl Eg).mpr ⟨le_rfl, by ring⟩).symm
  have hlt : s / t < 1 := (div_lt_one ht).mpr hst
  -- strict concavity on the chord from the band edge to `t`
  have h := (conductionEnergy_strictConcaveOn hE hΔ hP).2 (mem_Ici.mpr (le_refl (0 : ℝ)))
    (mem_Ici.mpr ht.le) ht.ne (sub_pos.mpr hlt) (div_pos hs ht) (sub_add_cancel 1 (s / t))
  have harg : (1 - s / t) • (0 : ℝ) + (s / t) • t = s := by
    simp only [smul_eq_mul, mul_zero, zero_add]
    exact div_mul_cancel₀ s ht.ne'
  rw [harg, h0] at h
  simp only [smul_eq_mul] at h
  rw [lt_div_iff₀ hs]
  have e : (conductionEnergy Eg Δ P t - Eg) / t * s =
      s / t * conductionEnergy Eg Δ P t - s / t * Eg := by ring
  rw [e]
  linarith

/-- Without spin-orbit splitting, for `Eg, P > 0` and `s = k² ≥ 0`, the conduction energy is given
by the two-band square-root formula. -/
theorem conductionEnergy_two_band (hE : 0 < Eg) (hP : 0 < P) {s : ℝ} (hs : 0 ≤ s) :
    conductionEnergy Eg 0 P s = (Eg + √(Eg ^ 2 + 4 * P ^ 2 * s)) / 2 := by
  have hq : 0 ≤ 4 * P ^ 2 * s := by positivity
  have hr : √(Eg ^ 2 + 4 * P ^ 2 * s) ^ 2 = Eg ^ 2 + 4 * P ^ 2 * s :=
    Real.sq_sqrt (by positivity)
  have hr0 := Real.sqrt_nonneg (Eg ^ 2 + 4 * P ^ 2 * s)
  symm
  rw [eq_conductionEnergy_iff hE le_rfl hP hs]
  generalize √(Eg ^ 2 + 4 * P ^ 2 * s) = r at hr hr0 ⊢
  constructor
  · have hle : Eg ≤ r := by
      by_contra h
      have h' : r < Eg := not_le.mp h
      nlinarith
    linarith
  · linear_combination ((Eg + r) / 8) * hr

end

end KaneConductionBand
```

```lean
#print axioms KaneConductionBand.conductionEnergy_strictConcaveOn
#print axioms KaneConductionBand.kinetic_ratio_strictAnti
#print axioms KaneConductionBand.conductionEnergy_two_band
```

```
'KaneConductionBand.conductionEnergy_strictConcaveOn' depends on axioms: [propext, Classical.choice, Quot.sound]
'KaneConductionBand.kinetic_ratio_strictAnti' depends on axioms: [propext, Classical.choice, Quot.sound]
'KaneConductionBand.conductionEnergy_two_band' depends on axioms: [propext, Classical.choice, Quot.sound]
```

## What the statements say about the band

`kSq Eg Δ P E` is \(\kappa(E)\), and `conductionEnergy Eg Δ P s` is \(E_c(s)\). All quantities are real numbers. `Ici Eg` is the set of energies at or above the gap, and `Ici 0` is the set of squared wave numbers. `StrictMonoOn`, `StrictConvexOn` and `BijOn` express the three properties of \(\kappa\), while `StrictConcaveOn` expresses the property of its inverse.

The hypothesis `0 < Eg` stands for an ordinary, non-inverted gap. `0 ≤ Δ` places the split-off band at or below the valence-band top. `0 < P` says that the bands are coupled; only \(P^2\) enters, so the sign is a phase convention. The coupling `P` has units of energy times length: up to a phase, it is the interband momentum matrix element multiplied by \(\hbar/m_0\), with \(m_0\) the free-electron mass.

`conductionEnergy` is defined through `Function.invFunOn`, which picks an energy in `Ici Eg` with the required squared wave number. For negative `s` no such energy exists and the value means nothing, so the theorems assume `s ≥ 0`. The link to the usual secular equation is `eq_conductionEnergy_iff`: an energy equals `conductionEnergy Eg Δ P s` exactly when it is at or above `Eg` and solves the cubic.

## How the lemmas carry the argument

`kSq_sub` is the chord identity multiplied through by \(y-x\). Its proof measures both energies from the pole, clears denominators with `field_simp` and closes with `ring`. In `kSq_strictMonoOn`, the step `hq` is the bound \(c/(uv)\le\Delta/3\). `kSq_strictConvexOn` turns the identity into a formula for `slope` and passes the comparison of adjacent chords to a Mathlib criterion for strict convexity.

In `kSq_bijOn`, `htop` is the estimate at the upper energy, and `intermediate_value_Icc` supplies the root. `conductionEnergy_strictConcaveOn` compares two energies through their squared wave numbers, as in the derivation. `kinetic_ratio_strictAnti` applies it to the chord from the band edge. `conductionEnergy_two_band` checks that the square-root expression meets both conditions of `eq_conductionEnergy_iff`.

## Where the model stops

The cubic is the starting point. Its derivation from the eight-band \(k\cdot p\) Hamiltonian, with remote bands and the free-electron term \(\hbar^2k^2/2m_0\) left out, is the step that connects these theorems to a semiconductor. If the free-electron term is restored as the same diagonal shift in every band, it adds a function linear in \(k^2\) to the energy, and strict concavity survives. Remote-band terms that differ between bands, warping, strain and inverted gaps need a separate analysis.

The upper end of the bracket is established inside the proof of `kSq_bijOn`, whereas the descent of the Newton iterates is an ordinary calculus argument with no formal proof here. Rounding is also a separate matter: close to the band edge, the difference \(E-E_g\) loses significant digits in floating point.
